# The regulated phase integral of a charge in a plane-wave pulse, for nonzero field-free phase rate

Cut the integral of $e^{i\Phi(x)}$ off at $x=\pm L$, and the answer keeps changing with $L$. Outside a pulse the integrand still has modulus one, and the endpoints contribute oscillating terms of total size up to $2/|s|$, where $s$ is the phase rate without the field. A convergence factor $e^{-\varepsilon|x|}$ removes them, and the limit $\varepsilon\to0^+$ is an integral over the field region alone.

Such integrals occur in tree-level amplitudes such as nonlinear Compton scattering, here with a prescribed classical plane wave and one potential component. Let $x$ be the light-front phase, $w$ the phase rate added by the field, and

$$\Phi(x)=sx+\int_0^x w,\qquad R_\varepsilon(x)=e^{i\Phi(x)-\varepsilon|x|}.$$

For a pulse with potential $a$, $w=\alpha a+\beta a^2$; the potential, and not only the electric field, is taken to vanish before and after the pulse. The real constants $s,\alpha,\beta$ stand for combinations of the particle momenta and the charge; they are given, not derived from kinematics.

```lean
import Mathlib

open MeasureTheory Set Filter Topology

namespace StrongFieldPhaseIntegral

noncomputable section
```

In Lean, $\Phi$ is `phase s w`, normalised to vanish at $x=0$.

```lean
/-- The phase `s x + ∫₀ˣ w` accumulated in a plane-wave background, where `s` is the field-free
phase rate and `w` the rate added by the field. -/
def phase (s : ℝ) (w : ℝ → ℝ) (x : ℝ) : ℝ := s * x + ∫ y in (0 : ℝ)..x, w y
```

The pulse form of $w$ is `pulseCoupling α β a`.

```lean
/-- The phase rate added by a pulse `a`: a term linear and a term quadratic in the potential. -/
def pulseCoupling (α β : ℝ) (a : ℝ → ℝ) (x : ℝ) : ℝ := α * a x + β * a x ^ 2
```

The complex-valued $R_\varepsilon$ is `regWave s w ε`.

```lean
/-- The phase factor with the convergence factor `exp (-ε |x|)`. -/
def regWave (s : ℝ) (w : ℝ → ℝ) (ε x : ℝ) : ℂ :=
  Complex.exp (Complex.I * (phase s w x : ℂ) - ((ε * |x| : ℝ) : ℂ))
```

## (a) The local phase rate

Differentiate $\Phi$ for continuous $w$.

The linear term gives $s$ and the fundamental theorem of calculus gives $w(x)$, so $\Phi'=s+w$.

```lean
/-- The local phase rate is the field-free rate plus the rate added by the field. -/
theorem hasDerivAt_phase {w : ℝ → ℝ} (hw : Continuous w) (s x : ℝ) :
    HasDerivAt (phase s w) (s + w x) x := by
  have h : HasDerivAt (phase s w) (s * 1 + w x) x :=
    ((hasDerivAt_id x).const_mul s).fun_add (hw.integral_hasStrictDerivAt 0 x).hasDerivAt
  rw [mul_one] at h
  exact h
```

## (b) The modulus

Find $|R_\varepsilon(x)|$.

Since $\Phi$ is real, only the real part of the exponent counts: $|R_\varepsilon|=e^{-\varepsilon|x|}$.

```lean
/-- The modulus of the regulated phase factor is the convergence factor. -/
theorem norm_regWave (s : ℝ) (w : ℝ → ℝ) (ε x : ℝ) :
    ‖regWave s w ε x‖ = Real.exp (-(ε * |x|)) := by
  rw [regWave, Complex.norm_exp]
  simp
```

## (c) Continuity

Show that $R_\varepsilon$ is continuous.

By (a) $\Phi$ is differentiable, hence continuous; the rest is composition.

```lean
private lemma continuous_regWave {w : ℝ → ℝ} (hw : Continuous w) (s ε : ℝ) :
    Continuous (regWave s w ε) := by
  have hφ : Continuous (phase s w) :=
    continuous_iff_continuousAt.2 fun x => (hasDerivAt_phase hw s x).continuousAt
  exact Complex.continuous_exp.comp
    ((continuous_const.mul (Complex.continuous_ofReal.comp hφ)).sub
      (Complex.continuous_ofReal.comp (continuous_const.mul continuous_abs)))
```

## (d) Derivative of the regulated wave

Differentiate $R_\varepsilon$ wherever $|x|$ has a derivative $\sigma$.

The chain rule gives $R_\varepsilon'=\big(i(s+w)-\varepsilon\sigma\big)R_\varepsilon$, with $\sigma=\pm1$ on the two half-lines. Taking $\sigma$ as a hypothesis lets one lemma serve both.

```lean
private lemma hasDerivAt_regWave {w : ℝ → ℝ} (hw : Continuous w) (s ε : ℝ) {x σ : ℝ}
    (h : HasDerivAt (fun y : ℝ => |y|) σ x) :
    HasDerivAt (regWave s w ε)
      ((Complex.I * (s + w x) - ε * σ) * regWave s w ε x) x := by
  have h1 := (hasDerivAt_phase hw s x).ofReal_comp
  have h2 := (h.const_mul ε).ofReal_comp
  have h3 := ((h1.const_mul Complex.I).fun_sub h2).cexp
  refine HasDerivAt.congr_deriv (f := regWave s w ε) h3 ?_
  simp only [regWave]
  push_cast
  ring
```

## (e) Integrability of the wave

Show that $R_\varepsilon$ is integrable for $\varepsilon>0$.

From $e^u\ge1+u+u^2/2$ for $u=\varepsilon|x|$,

$$\Big(1+\frac{2}{\varepsilon^2}\Big)e^{\varepsilon|x|}\ge1+x^2,\qquad\text{so}\qquad e^{-\varepsilon|x|}\le\frac{1+2/\varepsilon^2}{1+x^2}.$$

The right side is integrable. The final `nlinarith` assembles this inequality.

```lean
private lemma integrable_regWave {w : ℝ → ℝ} (hw : Continuous w) (s : ℝ) {ε : ℝ}
    (hε : 0 < ε) : Integrable (regWave s w ε) := by
  -- the exponential is dominated by a Lorentzian
  refine Integrable.mono' (integrable_inv_one_add_sq.const_mul (1 + 2 / ε ^ 2))
    (continuous_regWave hw s ε).aestronglyMeasurable (Eventually.of_forall fun x => ?_)
  have hq := Real.quadratic_le_exp_of_nonneg (x := ε * |x|) (by positivity)
  have hC : 0 ≤ 1 + 2 / ε ^ 2 := by positivity
  have e : (1 + 2 / ε ^ 2) * (1 + (ε * |x|) ^ 2 / 2)
      = 1 + x ^ 2 + (2 / ε ^ 2 + (ε * |x|) ^ 2 / 2) := by
    rw [mul_pow, sq_abs]
    field_simp
    ring
  have p1 : 0 ≤ 2 / ε ^ 2 + (ε * |x|) ^ 2 / 2 := by positivity
  have p2 : 0 ≤ (1 + 2 / ε ^ 2) * (ε * |x|) := by positivity
  have p3 := mul_le_mul_of_nonneg_left hq hC
  rw [norm_regWave, Real.exp_neg, ← div_eq_mul_inv, inv_eq_one_div,
    div_le_div_iff₀ (Real.exp_pos _) (by positivity)]
  nlinarith [e, p1, p2, p3]
```

## (f) A bound without the regulator

Bound $|wR_\varepsilon|$ uniformly in $\varepsilon>0$.

By (b), $|wR_\varepsilon|=|w|e^{-\varepsilon|x|}\le|w|$.

```lean
private lemma norm_coupling_le (s : ℝ) (w : ℝ → ℝ) {ε : ℝ} (hε : 0 < ε) (x : ℝ) :
    ‖(w x : ℂ) * regWave s w ε x‖ ≤ ‖w x‖ := by
  rw [norm_mul, norm_regWave, Complex.norm_real]
  have h : Real.exp (-(ε * |x|)) ≤ 1 :=
    Real.exp_le_one_iff.2 (neg_nonpos.2 (by positivity))
  exact mul_le_of_le_one_right (norm_nonneg _) h
```

## (g) Integrability of the field-weighted wave

Let $w$ also be integrable. Show that $wR_\varepsilon$ is integrable.

It is continuous and dominated by $|w|$.

```lean
private lemma integrable_coupling {w : ℝ → ℝ} (hw : Continuous w) (hi : Integrable w)
    (s : ℝ) {ε : ℝ} (hε : 0 < ε) :
    Integrable (fun x => (w x : ℂ) * regWave s w ε x) :=
  Integrable.mono' hi.norm
    ((Complex.continuous_ofReal.comp hw).mul (continuous_regWave hw s ε)).aestronglyMeasurable
    (Eventually.of_forall (norm_coupling_le s w hε))
```

## (h) Decay at infinity

Show that $R_\varepsilon\to0$ as $|x|\to\infty$.

Its modulus $e^{-\varepsilon|x|}$ does so. The filter `l` covers both directions.

```lean
private lemma tendsto_regWave (s : ℝ) (w : ℝ → ℝ) {ε : ℝ} (hε : 0 < ε) {l : Filter ℝ}
    (hl : Tendsto (fun x : ℝ => |x|) l atTop) : Tendsto (regWave s w ε) l (𝓝 0) :=
  squeeze_zero_norm (fun x => (norm_regWave s w ε x).le)
    (Real.tendsto_exp_neg_atTop_nhds_zero.comp (hl.const_mul_atTop hε))
```

## (i) The right half-line

Relate $I_+=\int_0^\infty R_\varepsilon$ to $J_+=\int_0^\infty wR_\varepsilon$.

Integrate (d) with $\sigma=1$. Since $R_\varepsilon(0)=1$ and $R_\varepsilon(\infty)=0$,

$$-1=(is-\varepsilon)I_++iJ_+,\qquad (is-\varepsilon)I_+=-1-iJ_+.$$

In the proof, `key` is the integrated derivative, and `linear_combination` rearranges it.

```lean
/-- Exact relation at finite regulator between the phase integral over `x > 0` and the
field-weighted one. -/
theorem right_half_identity {w : ℝ → ℝ} (hw : Continuous w) (hi : Integrable w)
    (s : ℝ) {ε : ℝ} (hε : 0 < ε) :
    (Complex.I * s - ε) * ∫ x in Ioi (0 : ℝ), regWave s w ε x
      = -1 - Complex.I * ∫ x in Ioi (0 : ℝ), (w x : ℂ) * regWave s w ε x := by
  have hA : Integrable (fun x => (Complex.I * s - ε) * regWave s w ε x) :=
    (integrable_regWave hw s hε).const_mul _
  have hB : Integrable (fun x => Complex.I * ((w x : ℂ) * regWave s w ε x)) :=
    (integrable_coupling hw hi s hε).const_mul _
  have hAB : Integrable (fun x => (Complex.I * s - ε) * regWave s w ε x
      + Complex.I * ((w x : ℂ) * regWave s w ε x)) := hA.add hB
  -- integrate the total derivative of the regulated wave
  have key := integral_Ioi_of_hasDerivAt_of_tendsto
    (continuous_regWave hw s ε).continuousWithinAt
    (fun x (hx : x ∈ Ioi (0 : ℝ)) =>
      (hasDerivAt_regWave hw s ε (hasDerivAt_abs_pos hx)).congr_deriv
        (by push_cast; ring))
    hAB.integrableOn (tendsto_regWave s w hε tendsto_abs_atTop_atTop)
  have h0 : regWave s w ε 0 = 1 := by simp [regWave, phase]
  rw [integral_add hA.integrableOn hB.integrableOn, integral_const_mul,
    integral_const_mul, h0] at key
  linear_combination key
```

## (j) The left half-line

Do the same for $I_-=\int_{-\infty}^0R_\varepsilon$ and $J_-=\int_{-\infty}^0wR_\varepsilon$.

Now $\sigma=-1$ and the boundary term is $R_\varepsilon(0)-R_\varepsilon(-\infty)=1$, so

$$(is+\varepsilon)I_-=1-iJ_-.$$

```lean
/-- Exact relation at finite regulator between the phase integral over `x ≤ 0` and the
field-weighted one. -/
theorem left_half_identity {w : ℝ → ℝ} (hw : Continuous w) (hi : Integrable w)
    (s : ℝ) {ε : ℝ} (hε : 0 < ε) :
    (Complex.I * s + ε) * ∫ x in Iic (0 : ℝ), regWave s w ε x
      = 1 - Complex.I * ∫ x in Iic (0 : ℝ), (w x : ℂ) * regWave s w ε x := by
  have hA : Integrable (fun x => (Complex.I * s + ε) * regWave s w ε x) :=
    (integrable_regWave hw s hε).const_mul _
  have hB : Integrable (fun x => Complex.I * ((w x : ℂ) * regWave s w ε x)) :=
    (integrable_coupling hw hi s hε).const_mul _
  have hAB : Integrable (fun x => (Complex.I * s + ε) * regWave s w ε x
      + Complex.I * ((w x : ℂ) * regWave s w ε x)) := hA.add hB
  have key := integral_Iic_of_hasDerivAt_of_tendsto
    (continuous_regWave hw s ε).continuousWithinAt
    (fun x (hx : x ∈ Iio (0 : ℝ)) =>
      (hasDerivAt_regWave hw s ε (hasDerivAt_abs_neg hx)).congr_deriv
        (by push_cast; ring))
    hAB.integrableOn (tendsto_regWave s w hε tendsto_abs_atBot_atTop)
  have h0 : regWave s w ε 0 = 1 := by simp [regWave, phase]
  rw [integral_add hA.integrableOn hB.integrableOn, integral_const_mul,
    integral_const_mul, h0] at key
  linear_combination key
```

## (k) Removing the regulator under the field

Show that $\int_S wR_\varepsilon\to\int_S we^{i\Phi}$ as $\varepsilon\to0^+$, for any set $S$.

The integrand converges at each $x$, and (f) supplies the integrable bound $|w|$, so dominated convergence applies. The filter `𝓝[>] 0` means that $\varepsilon$ approaches zero through positive values.

```lean
/-- In the field-weighted phase integral, over any region, the regulator can be removed. -/
theorem tendsto_coupling {w : ℝ → ℝ} (hw : Continuous w) (hi : Integrable w)
    (s : ℝ) (S : Set ℝ) :
    Tendsto (fun ε : ℝ => ∫ x in S, (w x : ℂ) * regWave s w ε x) (𝓝[>] 0)
      (𝓝 (∫ x in S, (w x : ℂ) * Complex.exp (Complex.I * phase s w x))) := by
  refine tendsto_integral_filter_of_dominated_convergence (fun x => ‖w x‖)
    (Eventually.of_forall fun ε => ((Complex.continuous_ofReal.comp hw).mul
      (continuous_regWave hw s ε)).aestronglyMeasurable) ?_ hi.norm.integrableOn
    (Eventually.of_forall fun x => ?_)
  · filter_upwards [self_mem_nhdsWithin] with ε hε
    exact Eventually.of_forall (norm_coupling_le s w hε)
  · have hc : Continuous (fun ε : ℝ => (w x : ℂ) * regWave s w ε x) := by
      unfold regWave
      fun_prop
    have h0 : regWave s w 0 x = Complex.exp (Complex.I * phase s w x) := by simp [regWave]
    rw [← h0]
    exact (hc.tendsto 0).mono_left nhdsWithin_le_nhds
```

## (l) The limit of the phase integral

For continuous integrable $w$ and $s\ne0$, find $\lim_{\varepsilon\to0^+}\int_{\mathbb R}R_\varepsilon$.

The factors $is\pm\varepsilon$ are nonzero, because their imaginary part is $s$. Divide (i) and (j) by them, add, and use (k). With $J_\pm^0$ the limits of $J_\pm$,

$$\frac{1-iJ_-^0}{is}+\frac{-1-iJ_+^0}{is}=-\frac1s\,(J_-^0+J_+^0)=-\frac1s\int_{\mathbb R}we^{i\Phi}.$$

The boundary terms cancel. In Lean, `tL` and `tR` are the two half-line limits, `val` is this algebra, and `split` joins the half-lines.

As a numerical instance, take $s=3$ and $w=-2/(1+x^2)$, which is integrable though not of compact support; the total rate $s+w$ stays positive. Then $e^{i\Phi}=e^{3ix}\frac{1-ix}{1+ix}$ and $we^{i\Phi}=2e^{3ix}/(x-i)^2$. The residue at $x=i$ gives $\int we^{i\Phi}=2\pi i\cdot 6i/e^3=-12\pi/e^3$, so the regulated integral tends to $4\pi/e^3\approx0.626$.

```lean
/-- For a nonzero field-free phase rate, the regulated phase integral without prefactor tends to
`-1/s` times the field-weighted phase integral. -/
theorem tendsto_phase_integral {w : ℝ → ℝ} (hw : Continuous w) (hi : Integrable w)
    {s : ℝ} (hs : s ≠ 0) :
    Tendsto (fun ε : ℝ => ∫ x, regWave s w ε x) (𝓝[>] 0)
      (𝓝 (-(1 / (s : ℂ)) * ∫ x, (w x : ℂ) * Complex.exp (Complex.I * phase s w x))) := by
  have hs' : (s : ℂ) ≠ 0 := Complex.ofReal_ne_zero.2 hs
  have n1 : ∀ ε : ℝ, Complex.I * s - (ε : ℂ) ≠ 0 := fun ε h =>
    hs (by simpa using congrArg Complex.im h)
  have n2 : ∀ ε : ℝ, Complex.I * s + (ε : ℂ) ≠ 0 := fun ε h =>
    hs (by simpa using congrArg Complex.im h)
  have c1 : Continuous (fun ε : ℝ => Complex.I * s - (ε : ℂ)) := by fun_prop
  have c2 : Continuous (fun ε : ℝ => Complex.I * s + (ε : ℂ)) := by fun_prop
  have tR := ((tendsto_const_nhds (x := (-1 : ℂ))).sub
    ((tendsto_coupling hw hi s (Ioi 0)).const_mul Complex.I)).div
    ((c1.tendsto 0).mono_left nhdsWithin_le_nhds) (n1 0)
  have tL := ((tendsto_const_nhds (x := (1 : ℂ))).sub
    ((tendsto_coupling hw hi s (Iic 0)).const_mul Complex.I)).div
    ((c2.tendsto 0).mono_left nhdsWithin_le_nhds) (n2 0)
  have hW : Integrable (fun x => (w x : ℂ) * Complex.exp (Complex.I * phase s w x)) := by
    have h0 : ∀ x, regWave s w 0 x = Complex.exp (Complex.I * phase s w x) := fun x => by
      simp [regWave]
    simp only [← h0]
    refine Integrable.mono' hi.norm ((Complex.continuous_ofReal.comp hw).mul
      (continuous_regWave hw s 0)).aestronglyMeasurable (Eventually.of_forall fun x => ?_)
    rw [norm_mul, norm_regWave, Complex.norm_real]
    simp
  have split := integral_add_compl (measurableSet_Iic (a := (0 : ℝ))) hW
  rw [compl_Iic] at split
  -- the boundary terms of the two half-lines cancel in the limit
  have val : ∀ A B : ℂ, (1 - Complex.I * A) / (Complex.I * s + ((0 : ℝ) : ℂ))
      + (-1 - Complex.I * B) / (Complex.I * s - ((0 : ℝ) : ℂ)) = -(1 / (s : ℂ)) * (A + B) := by
    intro A B
    have h1 : 1 / (s : ℂ) * s = 1 := one_div_mul_cancel hs'
    rw [Complex.ofReal_zero, add_zero, sub_zero, ← add_div,
      div_eq_iff (mul_ne_zero Complex.I_ne_zero hs')]
    linear_combination (Complex.I * (A + B)) * h1
  rw [← split, ← val]
  refine (tL.add tR).congr' ?_
  filter_upwards [self_mem_nhdsWithin] with ε hε
  have h := integral_add_compl (measurableSet_Iic (a := (0 : ℝ))) (integrable_regWave hw s hε)
  rw [compl_Iic] at h
  rw [← h]
  refine congrArg₂ (· + ·) ?_ ?_
  · exact (eq_div_of_mul_eq (n2 ε)
      (by rw [mul_comm]; exact left_half_identity hw hi s hε)).symm
  · exact (eq_div_of_mul_eq (n1 ε)
      (by rw [mul_comm]; exact right_half_identity hw hi s hε)).symm
```

## (m) A pulse of finite duration

Specialise to $w=\alpha a+\beta a^2$, with $a$ continuous and of compact support.

This $w$ is continuous and vanishes wherever $a$ does, so it is integrable and (l) gives

$$\lim_{\varepsilon\to0^+}\int_{\mathbb R}R_\varepsilon=-\frac1s\int_{\mathbb R}(\alpha a+\beta a^2)e^{i\Phi}.$$

The hypotheses on $a$ are `Continuous a` and `HasCompactSupport a`; the signs of $s,\alpha,\beta$ are free. In a numerical amplitude code, the right side can be evaluated by quadrature over the pulse alone, with no regulator to extrapolate. With a standard quadrature rule the grid must still resolve the oscillation of $e^{i\Phi}$, and the factor $1/s$ amplifies quadrature errors when $|s|$ is small.

```lean
/-- For a continuous pulse of finite duration, the regulated phase integral tends to
`-1/s` times the phase integral weighted with `α a + β a²`. -/
theorem tendsto_pulse_phase_integral {a : ℝ → ℝ} (ha : Continuous a)
    (hc : HasCompactSupport a) (α β : ℝ) {s : ℝ} (hs : s ≠ 0) :
    Tendsto (fun ε : ℝ => ∫ x, regWave s (pulseCoupling α β a) ε x) (𝓝[>] 0)
      (𝓝 (-(1 / (s : ℂ)) * ∫ x, (pulseCoupling α β a x : ℂ) *
        Complex.exp (Complex.I * phase s (pulseCoupling α β a) x))) := by
  have hw : Continuous (pulseCoupling α β a) :=
    (continuous_const.mul ha).add (continuous_const.mul (ha.pow 2))
  have hcs : HasCompactSupport (pulseCoupling α β a) :=
    hc.comp_left (g := fun t : ℝ => α * t + β * t ^ 2) (by simp)
  exact tendsto_phase_integral hw (hw.integrable_of_hasCompactSupport hcs) hs
```

## (n) The gauge-invariance condition

Find the limit of $\int(s+w)R_\varepsilon$, for $w$ and $s$ as in (l).

Add $s$ times (l) to (k) with $S=\mathbb R$:

$$s\Big(-\frac1s\int we^{i\Phi}\Big)+\int we^{i\Phi}=0.$$

In an emission amplitude, shifting the photon polarisation by a multiple of its momentum produces a term proportional to this integral, which gauge invariance requires to vanish. The theorem concerns the integral; the amplitude itself is not constructed.

```lean
/-- For a nonzero field-free phase rate `s`, the regulated integral of the phase factor weighted
with the full phase rate `s + w` tends to zero. -/
theorem tendsto_total_rate_integral {w : ℝ → ℝ} (hw : Continuous w) (hi : Integrable w)
    {s : ℝ} (hs : s ≠ 0) :
    Tendsto (fun ε : ℝ => ∫ x, ((s : ℂ) + w x) * regWave s w ε x) (𝓝[>] 0) (𝓝 0) := by
  have hs' : (s : ℂ) ≠ 0 := Complex.ofReal_ne_zero.2 hs
  have t1 := (tendsto_phase_integral hw hi hs).const_mul (s : ℂ)
  have t2 := tendsto_coupling hw hi s univ
  simp only [Measure.restrict_univ] at t2
  have val : ∀ W : ℂ, (s : ℂ) * (-(1 / (s : ℂ)) * W) + W = 0 := by
    intro W
    have h1 : 1 / (s : ℂ) * s = 1 := one_div_mul_cancel hs'
    linear_combination (-W) * h1
  have t3 := t1.add t2
  rw [val] at t3
  refine t3.congr' ?_
  filter_upwards [self_mem_nhdsWithin] with ε hε
  have hA : Integrable (fun x => (s : ℂ) * regWave s w ε x) :=
    (integrable_regWave hw s hε).const_mul _
  rw [← integral_const_mul, ← integral_add hA (integrable_coupling hw hi s hε)]
  refine integral_congr_ae (Eventually.of_forall fun x => ?_)
  simp only [add_mul]
```

## (o) Zero phase rate

Compute the regulated integral for $s=0$ and $w=0$.

Parts (i) and (j) reduce to $-\varepsilon I_+=-1$ and $\varepsilon I_-=1$, so the total is $2/\varepsilon$. It diverges as $\varepsilon\to0^+$: with no phase rotation, nothing cancels the infinite range.

```lean
/-- With zero field-free phase rate and no field, the regulated phase integral equals `2/ε`. -/
theorem zero_rate_integral {ε : ℝ} (hε : 0 < ε) :
    ∫ x, regWave 0 (fun _ => 0) ε x = 2 / (ε : ℂ) := by
  have hw : Continuous (fun _ : ℝ => (0 : ℝ)) := continuous_const
  have hi : Integrable (fun _ : ℝ => (0 : ℝ)) := integrable_zero _ _ _
  have hR := right_half_identity hw hi 0 hε
  have hL := left_half_identity hw hi 0 hε
  have h := integral_add_compl (measurableSet_Iic (a := (0 : ℝ))) (integrable_regWave hw 0 hε)
  rw [compl_Iic] at h
  simp only [Complex.ofReal_zero, zero_mul, mul_zero, integral_zero, sub_zero, zero_sub,
    zero_add] at hR hL
  rw [← h, eq_div_iff (Complex.ofReal_ne_zero.2 hε.ne')]
  linear_combination hL - hR

end

end StrongFieldPhaseIntegral
```

```lean
#print axioms StrongFieldPhaseIntegral.tendsto_pulse_phase_integral
#print axioms StrongFieldPhaseIntegral.tendsto_total_rate_integral
#print axioms StrongFieldPhaseIntegral.zero_rate_integral
```

```
'StrongFieldPhaseIntegral.tendsto_pulse_phase_integral' depends on axioms: [propext, Classical.choice, Quot.sound]
'StrongFieldPhaseIntegral.tendsto_total_rate_integral' depends on axioms: [propext, Classical.choice, Quot.sound]
'StrongFieldPhaseIntegral.zero_rate_integral' depends on axioms: [propext, Classical.choice, Quot.sound]
```
